# Shepperd's conversion with the largest pivot gives a unit quaternion for every 3×3 rotation matrix

A rigid-molecule simulation often stores orientations as unit quaternions, while a structure fit may supply a rotation matrix R. Converting R by dividing by the quaternion's real part fails for a half-turn, where that part is zero. Shepperd's method computes four numbers from R, called pivots, and divides by twice the square root of the largest. How small can that divisor be?

Here R is real with RᵀR = 1 and det R = 1. A matrix in floating point generally satisfies these conditions only approximately, and the propagation of that error is not analysed.

```lean
import Mathlib

open scoped Quaternion Matrix

namespace ShepperdConversion

noncomputable section
```

Indices start at 0. A vector v becomes the quaternion v₀i + v₁j + v₂k, `pureQ v`.

```lean
/-- A vector of ordinary space, written as a quaternion with zero real part. -/
def pureQ (v : Fin 3 → ℝ) : ℍ[ℝ] := ⟨0, v 0, v 1, v 2⟩
```

The components of q are q₀, q₁, q₂, q₃, real part first (some programs put it last). `Quaternion.normSq q` is |q|², the sum of their squares, and `star q` is the conjugate q*.

```lean
/-- The four components of a quaternion, the real part first. -/
def coord (q : ℍ[ℝ]) : Fin 4 → ℝ := ![q.re, q.imI, q.imJ, q.imK]
```

Write M(q) for `rotMat q` and K for `table R`.

```lean
/-- The 3×3 matrix whose entries are the usual quadratic expressions in the components of `q`. -/
def rotMat (q : ℍ[ℝ]) : Matrix (Fin 3) (Fin 3) ℝ :=
  !![q.re ^ 2 + q.imI ^ 2 - q.imJ ^ 2 - q.imK ^ 2, 2 * (q.imI * q.imJ - q.re * q.imK),
      2 * (q.imI * q.imK + q.re * q.imJ);
    2 * (q.imI * q.imJ + q.re * q.imK), q.re ^ 2 - q.imI ^ 2 + q.imJ ^ 2 - q.imK ^ 2,
      2 * (q.imJ * q.imK - q.re * q.imI);
    2 * (q.imI * q.imK - q.re * q.imJ), 2 * (q.imJ * q.imK + q.re * q.imI),
      q.re ^ 2 - q.imI ^ 2 - q.imJ ^ 2 + q.imK ^ 2]

/-- Shepperd's table: a symmetric 4×4 matrix built from sums and differences of the entries
of `R`. -/
def table (R : Matrix (Fin 3) (Fin 3) ℝ) : Matrix (Fin 4) (Fin 4) ℝ :=
  !![1 + R 0 0 + R 1 1 + R 2 2, R 2 1 - R 1 2, R 0 2 - R 2 0, R 1 0 - R 0 1;
    R 2 1 - R 1 2, 1 + R 0 0 - R 1 1 - R 2 2, R 0 1 + R 1 0, R 0 2 + R 2 0;
    R 0 2 - R 2 0, R 0 1 + R 1 0, 1 - R 0 0 + R 1 1 - R 2 2, R 1 2 + R 2 1;
    R 1 0 - R 0 1, R 0 2 + R 2 0, R 1 2 + R 2 1, 1 - R 0 0 - R 1 1 + R 2 2]
```

The conversion with pivot K_ii is used only when K_ii > 0.

```lean
/-- Shepperd's conversion with pivot `i`: row `i` of the table divided by twice the square root of
its diagonal entry. If that entry is not positive, Lean's conventions for `√` and division make the
result 0. -/
def shepperd (R : Matrix (Fin 3) (Fin 3) ℝ) (i : Fin 4) : ℍ[ℝ] :=
  ⟨table R i 0 / (2 * √(table R i i)), table R i 1 / (2 * √(table R i i)),
    table R i 2 / (2 * √(table R i i)), table R i 3 / (2 * √(table R i i))⟩
```

**(a)** Show that, for any quaternion q, the map v ↦ q v q* acts on vectors as M(q):

q v q* = M(q)v

Put s = q₀ and u = (q₁, q₂, q₃). Since uv = −u·v + u×v for vectors,

qv = −u·v + (sv + u×v).

Multiplying by q* = s − u gives real part −s u·v + s u·v = 0 and vector part

(s² − |u|²)v + 2(u·v)u + 2s u×v.

Its coefficients are the entries of M(q). Lean compares the four components with `ring`.

```lean
/-- The map `v ↦ q v star(q)` acts on vectors as the matrix `rotMat q`. -/
theorem conj_eq (q : ℍ[ℝ]) (v : Fin 3 → ℝ) :
    q * pureQ v * star q = pureQ (rotMat q *ᵥ v) := by
  have h0 : ∀ w, (pureQ w).re = 0 := fun _ => rfl
  have h1 : ∀ w, (pureQ w).imI = w 0 := fun _ => rfl
  have h2 : ∀ w, (pureQ w).imJ = w 1 := fun _ => rfl
  have h3 : ∀ w, (pureQ w).imK = w 2 := fun _ => rfl
  -- compare the four components of both sides
  apply Quaternion.ext <;>
    simp [h0, h1, h2, h3, rotMat, dotProduct, Fin.sum_univ_three] <;> ring
```

**(b)** Show that this map determines the matrix:

(q v q* = Rv for all v) ⇔ M(q) = R

By (a), the left side says M(q)v = Rv. The basis vector e_j, `Pi.single j 1` in Lean, gives column j. The converse is (a).

```lean
/-- The map `v ↦ q v star(q)` has matrix `R` exactly when `R` is `rotMat q`. -/
theorem conj_iff (q : ℍ[ℝ]) (R : Matrix (Fin 3) (Fin 3) ℝ) :
    (∀ v, q * pureQ v * star q = pureQ (R *ᵥ v)) ↔ rotMat q = R := by
  constructor
  · intro H
    have inj : ∀ u w : Fin 3 → ℝ, pureQ u = pureQ w → u = w := by
      intro u w h
      ext i
      fin_cases i
      · exact congrArg (fun p : ℍ[ℝ] => p.imI) h
      · exact congrArg (fun p : ℍ[ℝ] => p.imJ) h
      · exact congrArg (fun p : ℍ[ℝ] => p.imK) h
    -- compare the images of the basis vectors
    ext i j
    have h := inj _ _ ((conj_eq q (Pi.single j 1)).symm.trans (H (Pi.single j 1)))
    simpa using congrFun h i
  · rintro rfl v
    exact conj_eq q v
```

**(c)** Characterise the unit quaternions of R through the table:

|q|² = 1 and M(q) = R ⇔ K_ab = 4q_a q_b for all a, b

Forwards, insert M(q) and replace 1 by |q|². For example,

K₀₀ = |q|² + 3q₀² − q₁² − q₂² − q₃² = 4q₀²
K₁₁ = |q|² − q₀² + 3q₁² − q₂² − q₃² = 4q₁²
K₀₁ = R₂₁ − R₁₂ = 4q₀q₁
K₁₂ = R₀₁ + R₁₀ = 4q₁q₂.

The rest follow by cycling the axes. Backwards, the trace of K is always 4, so |q|² = 1, and

R₀₀ = (K₀₀ + K₁₁ − K₂₂ − K₃₃)/4
R₁₀ = (K₁₂ + K₀₃)/2
R₀₁ = (K₁₂ − K₀₃)/2

are the entries of M(q); cycle again for the others. These relations are linear in the products q_a q_b, so `linarith` closes them.

```lean
/-- A quaternion has unit norm and rotation matrix `R` exactly when Shepperd's table of `R`
lists four times the products of its components. -/
theorem table_iff (q : ℍ[ℝ]) (R : Matrix (Fin 3) (Fin 3) ℝ) :
    (Quaternion.normSq q = 1 ∧ rotMat q = R) ↔
      ∀ a b, table R a b = 4 * coord q a * coord q b := by
  rw [Quaternion.normSq_def']
  constructor
  · rintro ⟨h, rfl⟩ a b
    fin_cases a <;> fin_cases b <;> simp [table, rotMat, coord] <;> linarith
  · intro h
    have h00 := h 0 0; have h11 := h 1 1; have h22 := h 2 2; have h33 := h 3 3
    have h01 := h 0 1; have h02 := h 0 2; have h03 := h 0 3
    have h12 := h 1 2; have h13 := h 1 3; have h23 := h 2 3
    simp [table, coord] at h00 h11 h22 h33 h01 h02 h03 h12 h13 h23
    refine ⟨by linarith, ?_⟩
    ext i j
    fin_cases i <;> fin_cases j <;> simp [rotMat] <;> linarith
```

**(d)** Show that a unit quaternion gives a rotation:

M(q)ᵀM(q) = 1, det M(q) = 1

If u = 0, M(q) = s²·1 = 1. Otherwise (a) gives M(q)u = (s² + |u|²)u = u. In the plane perpendicular to u, M(q) acts as the matrix with rows (c, −d) and (d, c), where c = s² − |u|² and d = 2s|u|. Since c² + d² = (s² + |u|²)² = 1, this is a plane rotation.

Lean instead checks the polynomial identities behind M(q)ᵀM(q) = |q|⁴·1 and det M(q) = |q|⁶.

```lean
/-- Every unit quaternion gives an orthogonal matrix of determinant one. -/
theorem rotMat_rotation (q : ℍ[ℝ]) (hq : Quaternion.normSq q = 1) :
    (rotMat q)ᵀ * rotMat q = 1 ∧ (rotMat q).det = 1 := by
  rw [Quaternion.normSq_def'] at hq
  constructor
  · ext i j
    -- off the diagonal the entries cancel, on it they are the squared norm squared
    fin_cases i <;> fin_cases j <;>
      simp [rotMat, Matrix.mul_apply, Fin.sum_univ_three] <;>
      first
      | ring1
      | linear_combination (q.re ^ 2 + q.imI ^ 2 + q.imJ ^ 2 + q.imK ^ 2 + 1) * hq
  · rw [Matrix.det_fin_three]
    simp [rotMat]
    linear_combination ((q.re ^ 2 + q.imI ^ 2 + q.imJ ^ 2 + q.imK ^ 2) ^ 2
      + (q.re ^ 2 + q.imI ^ 2 + q.imJ ^ 2 + q.imK ^ 2) + 1) * hq
```

**(e)** For a rotation R, show that the products of entries in a row of K satisfy

K_ia K_ib = K_ii K_ab

Because det R = 1 and R⁻¹ = Rᵀ, each entry equals its cofactor. Take i = 0. If a or b is 0, the identity is trivial. For a = b = 1,

K₀₁² − K₀₀K₁₁ = (R₁₁² + R₁₂² + R₂₁² + R₂₂²) − 1 − R₀₀² + 2(R₁₁R₂₂ − R₁₂R₂₁ − R₀₀).

The last bracket vanishes by the cofactor relation. The first equals 2 − (R₁₀² + R₂₀²) = 1 + R₀₀², because rows and columns have unit length. For a = 1, b = 2,

K₀₁K₀₂ = R₂₁R₀₂ + R₁₂R₂₀ − R₂₀R₂₁ − R₀₂R₁₂.

Cofactors and orthogonality give

R₂₁R₀₂ = R₁₀ + R₀₁R₂₂
R₁₂R₂₀ = R₀₁ + R₁₀R₂₂
−R₂₀R₂₁ = R₀₀R₀₁ + R₁₀R₁₁
−R₀₂R₁₂ = R₀₀R₁₀ + R₀₁R₁₁,

with sum (1 + R₀₀ + R₁₁ + R₂₂)(R₀₁ + R₁₀) = K₀₀K₁₂. Cycling the axes and the symmetry of K finish i = 0.

For i = 1, apply this to DR with D = diag(1, −1, −1). Its table is that of R with indices 0↔1 and 2↔3 exchanged and rows and columns multiplied by matching signs, which cancel in the identity. Half-turns about the other axes give i = 2, 3.

Lean lists the orthogonality and cofactor relations, then lets `linarith` combine them in the index cases that are not trivial.

```lean
variable {R : Matrix (Fin 3) (Fin 3) ℝ}

set_option maxHeartbeats 400000 in
/-- For an orthogonal matrix of determinant one, the product of the entries `(i, a)` and `(i, b)` of
Shepperd's table equals the product of its entries `(i, i)` and `(a, b)`. -/
theorem table_rank_one (hR : Rᵀ * R = 1) (hdet : R.det = 1) (i a b : Fin 4) :
    table R i a * table R i b = table R i i * table R a b := by
  have hR' : R * Rᵀ = 1 := mul_eq_one_comm.mp hR
  -- each entry of a rotation matrix equals its own cofactor
  have hadj : R.adjugate = Rᵀ := by
    calc R.adjugate = Rᵀ * R * R.adjugate := by rw [hR, one_mul]
      _ = Rᵀ := by rw [mul_assoc, Matrix.mul_adjugate, hdet, one_smul, mul_one]
  rw [Matrix.adjugate_fin_three] at hadj
  have e := fun i j => congrFun (congrFun hR i) j
  have f := fun i j => congrFun (congrFun hR' i) j
  have g := fun i j => congrFun (congrFun hadj i) j
  have e0 := e 0 0; have e1 := e 1 1; have e2 := e 2 2
  have e3 := e 0 1; have e4 := e 0 2; have e5 := e 1 2
  have f0 := f 0 0; have f1 := f 1 1; have f2 := f 2 2
  have f3 := f 0 1; have f4 := f 0 2; have f5 := f 1 2
  have g0 := g 0 0; have g1 := g 0 1; have g2 := g 0 2
  have g3 := g 1 0; have g4 := g 1 1; have g5 := g 1 2
  have g6 := g 2 0; have g7 := g 2 1; have g8 := g 2 2
  clear e f g hadj hR hR' hdet
  simp [Matrix.mul_apply, Fin.sum_univ_three] at e0 e1 e2 e3 e4 e5 f0 f1 f2 f3 f4 f5
  simp at g0 g1 g2 g3 g4 g5 g6 g7 g8
  -- every identity is a linear combination of these relations
  fin_cases i <;> fin_cases a <;> fin_cases b <;> simp [table] <;>
    first
    | ring1
    | linarith
```

**(f)** Show that any positive pivot K_ii works. With q_a = K_ia/(2√K_ii),

|q|² = 1, M(q) = R

By (e), 4q_a q_b = K_ia K_ib/K_ii = K_ab. Now use (c), as the Lean proof does.

```lean
/-- For an orthogonal matrix of determinant one, Shepperd's conversion with any positive pivot
gives a unit quaternion whose rotation matrix is the given one. -/
theorem shepperd_correct (hR : Rᵀ * R = 1) (hdet : R.det = 1) {i : Fin 4}
    (hi : 0 < table R i i) :
    Quaternion.normSq (shepperd R i) = 1 ∧ rotMat (shepperd R i) = R := by
  rw [table_iff]
  have hc : ∀ a, coord (shepperd R i) a = table R i a / (2 * √(table R i i)) := by
    intro a
    fin_cases a <;> rfl
  intro a b
  rw [hc, hc]
  symm
  calc 4 * (table R i a / (2 * √(table R i i))) * (table R i b / (2 * √(table R i i)))
      = table R i a * table R i b / √(table R i i) ^ 2 := by ring
    _ = table R a b := by
      rw [Real.sq_sqrt hi.le, table_rank_one hR hdet, mul_div_cancel_left₀ _ hi.ne']
```

**(g)** Choose the largest K_ii. Show that q is a unit quaternion, acts as R, and satisfies

q_i ≥ 1/2

The four pivots sum to 4, so K_ii ≥ 1. Parts (f) and (b) give the first two claims, and q_i = K_ii/(2√K_ii) = √K_ii/2 ≥ 1/2. The divisor 2√K_ii is therefore at least 2.

```lean
/-- Shepperd's method: for an orthogonal matrix `R` of determinant one, the conversion with the
largest diagonal entry as pivot gives a unit quaternion `q` for which `v ↦ q v star(q)` has
matrix `R`, and the pivot component of `q` is at least 1/2. -/
theorem shepperd_largest_pivot (hR : Rᵀ * R = 1) (hdet : R.det = 1) {i : Fin 4}
    (hi : ∀ j, table R j j ≤ table R i i) :
    Quaternion.normSq (shepperd R i) = 1 ∧
      (∀ v, shepperd R i * pureQ v * star (shepperd R i) = pureQ (R *ᵥ v)) ∧
      1 / 2 ≤ coord (shepperd R i) i := by
  -- the four pivots add up to 4, so the largest is at least 1
  have htr : table R 0 0 + table R 1 1 + table R 2 2 + table R 3 3 = 4 := by
    simp [table]
    ring
  have h1 : 1 ≤ table R i i := by linarith [hi 0, hi 1, hi 2, hi 3]
  have hpos : 0 < table R i i := by linarith
  obtain ⟨hn, hm⟩ := shepperd_correct hR hdet hpos
  refine ⟨hn, (conj_iff _ _).2 hm, ?_⟩
  have hc : coord (shepperd R i) i = table R i i / (2 * √(table R i i)) := by
    fin_cases i <;> rfl
  have hs : 1 ≤ √(table R i i) := Real.one_le_sqrt.2 h1
  rw [hc, le_div_iff₀ (by linarith)]
  nlinarith [Real.sq_sqrt hpos.le]
```

**(h)** Deduce that every rotation R has a unit quaternion q with

q v q* = Rv for all v, and |q_i| ≥ 1/2 for some i

Four numbers have a largest one (`Finite.exists_max`); apply (g).

```lean
/-- Every orthogonal matrix of determinant one is the matrix of `v ↦ q v star(q)` for some unit
quaternion `q` with a component of absolute value at least 1/2. -/
theorem exists_quaternion (hR : Rᵀ * R = 1) (hdet : R.det = 1) :
    ∃ q : ℍ[ℝ], Quaternion.normSq q = 1 ∧
      (∀ v, q * pureQ v * star q = pureQ (R *ᵥ v)) ∧ ∃ i, 1 / 2 ≤ |coord q i| := by
  obtain ⟨i, hi⟩ := Finite.exists_max (fun j => table R j j)
  obtain ⟨hn, hm, hc⟩ := shepperd_largest_pivot hR hdet hi
  exact ⟨shepperd R i, hn, hm, i, hc.trans (le_abs_self _)⟩
```

**(i)** Show that the bound is sharp: every unit quaternion of the cyclic permutation x → y → z → x has

|q_a| = 1/2 for all a

The matrix has zero diagonal, so K_aa = 1. By (b) and (c), 4q_a² = 1.

```lean
/-- The bound 1/2 is sharp: if a unit quaternion represents the cyclic permutation of the
axes x → y → z → x, all four of its components have absolute value 1/2. -/
theorem half_is_sharp (q : ℍ[ℝ]) (hq : Quaternion.normSq q = 1)
    (H : ∀ v, q * pureQ v * star q = pureQ (!![0, 0, 1; 1, 0, 0; 0, 1, 0] *ᵥ v))
    (a : Fin 4) : |coord q a| = 1 / 2 := by
  have k := (table_iff q _).1 ⟨hq, (conj_iff q _).1 H⟩ a a
  have h1 : table !![0, 0, 1; 1, 0, 0; 0, 1, 0] a a = 1 := by
    fin_cases a <;> simp [table]
  rw [h1] at k
  refine (sq_eq_sq₀ (abs_nonneg _) (by norm_num)).1 ?_
  rw [sq_abs]
  linarith

end

end ShepperdConversion
```

```lean
#print axioms ShepperdConversion.rotMat_rotation
#print axioms ShepperdConversion.shepperd_largest_pivot
#print axioms ShepperdConversion.exists_quaternion
#print axioms ShepperdConversion.half_is_sharp
```

```
'ShepperdConversion.rotMat_rotation' depends on axioms: [propext, Classical.choice, Quot.sound]
'ShepperdConversion.shepperd_largest_pivot' depends on axioms: [propext, Classical.choice, Quot.sound]
'ShepperdConversion.exists_quaternion' depends on axioms: [propext, Classical.choice, Quot.sound]
'ShepperdConversion.half_is_sharp' depends on axioms: [propext, Classical.choice, Quot.sound]
```
